# Spin-1 components along orthonormal axes do not commute, but their squares do

To find the levels of a single spin 1 with the anisotropy Hamiltonian $H = D_0J_0^2 + D_1J_1^2 + D_2J_2^2$ and no magnetic field, one diagonalises the three squares together and adds their eigenvalues, each multiplied by its real anisotropy constant $D_k$. With $\hbar=1$ the levels are $D_1+D_2$, $D_2+D_0$ and $D_0+D_1$. Diagonalising the squares together needs them to commute with one another, although $J_0$, $J_1$ and $J_2$ themselves do not.

The same holds for any two orthonormal real axes $m$ and $n$. For a single spin 1, the observables $(m\cdot J)^2$ and $(n\cdot J)^2$ therefore have a common eigenbasis, while $m\cdot J$ and $n\cdot J$ have none. The development below also determines, for arbitrary real vectors, exactly when the components commute and exactly when the squares do.

```lean
import Mathlib

open Matrix

namespace SpinOneSquares

noncomputable section
```

## Spin 1 in the Cartesian basis

Vector components and matrix indices run over $0,1,2$, standing for $x,y,z$, and $\hbar=1$. The Levi-Civita symbol $\varepsilon_{kab}$ is $+1$ for cyclic permutations of $(0,1,2)$, $-1$ for the other permutations and $0$ when an index repeats. The code stores it as a table whose outermost index is $k$.

```lean
/-- The Levi-Civita symbol `ε_kab` in three dimensions, as a table. -/
def epsilon : Fin 3 → Fin 3 → Fin 3 → ℂ :=
  ![![![0, 0, 0], ![0, 0, 1], ![0, -1, 0]],
    ![![0, 0, -1], ![0, 0, 0], ![1, 0, 0]],
    ![![0, 1, 0], ![-1, 0, 0], ![0, 0, 0]]]
```

The spin matrices are
$$(J_k)_{ab} = -i\,\varepsilon_{kab}.$$
They act on the Cartesian states of a spin 1, so none of the three is diagonal. This differs from the usual basis of $J_2$ eigenstates by a unitary change of basis, which does not affect whether two operators commute.

```lean
/-- The Cartesian spin-1 matrices `(J_k)_ab = -i ε_kab`. -/
def spinJ (k : Fin 3) : Matrix (Fin 3) (Fin 3) ℂ :=
  Matrix.of fun a b => -Complex.I * epsilon k a b
```

For a real vector $m$, the component along $m$ is $m\cdot J=\sum_k m_kJ_k$. In Lean, `m : Fin 3 → ℝ` is the real vector, and `(m k : ℂ)` is its component read as a complex number. The vector need not have unit length.

```lean
/-- The spin component `m·J` along a real vector `m`. -/
def spinAlong (m : Fin 3 → ℝ) : Matrix (Fin 3) (Fin 3) ℂ :=
  ∑ k, (m k : ℂ) • spinJ k
```

The dyad $m n^{T}$ has entries $(mn^T)_{ab}=m_an_b$. It is stored as a complex matrix so that it can be added to products of spin matrices.

```lean
/-- The dyad `m nᵀ` of two real vectors, as a complex matrix. -/
def dyad (m n : Fin 3 → ℝ) : Matrix (Fin 3) (Fin 3) ℂ :=
  Matrix.of fun a b => (m a : ℂ) * (n b : ℂ)
```

Inserting the table into the sum gives
$$m\cdot J=\begin{pmatrix}0&-im_2&im_1\\ im_2&0&-im_0\\ -im_1&im_0&0\end{pmatrix}.$$
Equivalently, $(m\cdot J)v = i\,m\times v$ for every vector $v$, a form that keeps the derivations short. The Lean proof compares the nine entries: `fin_cases` runs through the two indices, and `simp` evaluates the table.

```lean
/-- The spin component `m·J` written out as a matrix. -/
theorem spinAlong_eq (m : Fin 3 → ℝ) :
    spinAlong m =
      !![0, -Complex.I * m 2, Complex.I * m 1;
         Complex.I * m 2, 0, -Complex.I * m 0;
         -Complex.I * m 1, Complex.I * m 0, 0] := by
  ext a b
  fin_cases a <;> fin_cases b <;>
    simp [spinAlong, spinJ, epsilon, Fin.sum_univ_three] <;> ring
```

Transposing this matrix changes the sign of every entry, and so does complex conjugation, because the entries are imaginary. The two signs cancel, so $m\cdot J$ is Hermitian and qualifies as an observable.

```lean
/-- Every spin component `m·J` is Hermitian. -/
theorem spinAlong_isHermitian (m : Fin 3 → ℝ) : (spinAlong m).IsHermitian := by
  unfold Matrix.IsHermitian
  rw [spinAlong_eq]
  ext a b
  fin_cases a <;> fin_cases b <;> simp [Matrix.conjTranspose_apply]
```

## When two components commute

Let both components act on a vector $v$. The Jacobi identity for the cross product gives
$$[m\cdot J,n\cdot J]\,v=i^2\bigl(m\times(n\times v)-n\times(m\times v)\bigr)=-(m\times n)\times v .$$
Since $i\,\bigl((m\times n)\cdot J\bigr)v=i^2(m\times n)\times v$ is the same vector,
$$[m\cdot J,n\cdot J]=i\,(m\times n)\cdot J .$$
Lean writes the cross product as `m ⨯₃ n`. Its proof checks the identity entry by entry from the explicit matrices instead of using the Jacobi identity.

```lean
/-- The angular momentum algebra: `[m·J, n·J] = i (m × n)·J`. -/
theorem spinAlong_commutator (m n : Fin 3 → ℝ) :
    spinAlong m * spinAlong n - spinAlong n * spinAlong m
      = Complex.I • spinAlong (m ⨯₃ n) := by
  rw [spinAlong_eq, spinAlong_eq, spinAlong_eq]
  ext a b
  fin_cases a <;> fin_cases b <;>
    simp [cross_apply]
  all_goals ring1
```

The components commute exactly when the right-hand side vanishes. Put $w=m\times n$. If $w\cdot J=0$, its entries $(2,1)$, $(0,2)$ and $(1,0)$, which are $iw_0$, $iw_1$ and $iw_2$, are all zero, so $w=0$. Conversely, $w=0$ makes the commutator zero. Hence
$$[m\cdot J,n\cdot J]=0\iff m\times n=0,$$
which means that the vectors are parallel or antiparallel, or that one of them is zero.

In the code, `Commute A B` means $AB=BA$. The first rewriting turns this into a vanishing commutator, and `generalize` replaces the cross product by the single vector $w$ before the three entries are read off.

```lean
/-- Two spin-1 components commute exactly when the cross product of their axes vanishes. -/
theorem spinAlong_commute_iff (m n : Fin 3 → ℝ) :
    Commute (spinAlong m) (spinAlong n) ↔ m ⨯₃ n = 0 := by
  rw [commute_iff_eq, ← sub_eq_zero, spinAlong_commutator]
  constructor
  · intro h
    have h' : spinAlong (m ⨯₃ n) = 0 :=
      (smul_eq_zero.mp h).resolve_left Complex.I_ne_zero
    -- the off-diagonal entries of `w·J` are the components of `w` up to a phase
    generalize m ⨯₃ n = w at h'
    rw [spinAlong_eq] at h'
    have h0 : w 0 = 0 := by simpa using congrFun (congrFun h' 2) 1
    have h1 : w 1 = 0 := by simpa using congrFun (congrFun h' 0) 2
    have h2 : w 2 = 0 := by simpa using congrFun (congrFun h' 1) 0
    ext i
    fin_cases i
    exacts [h0, h1, h2]
  · intro h
    rw [h]
    simp [spinAlong]
```

## Squares as dyads

Applying $m\cdot J$ twice and expanding the double cross product gives
$$(m\cdot J)^2v=-m\times(m\times v)=(m\cdot m)\,v-m\,(m\cdot v),$$
and therefore
$$(m\cdot J)^2=(m\cdot m)\,1-mm^T .$$
For a unit vector this is the projector onto the plane perpendicular to $m$, with eigenvalues $0,1,1$. Summed over the three coordinate axes, the squares give $3\cdot 1-1=2\cdot 1$, the value $s(s+1)$ for $s=1$.

The real dot product is `m ⬝ᵥ m` in Lean. The proof again compares entries and uses $i^2=-1$ where it is needed.

```lean
/-- The square of a spin-1 component: `(m·J)² = (m·m) 1 - m mᵀ`. -/
theorem spinAlong_sq (m : Fin 3 → ℝ) :
    spinAlong m ^ 2 = ((m ⬝ᵥ m : ℝ) : ℂ) • 1 - dyad m m := by
  rw [pow_two, spinAlong_eq]
  ext a b
  fin_cases a <;> fin_cases b <;>
    simp [Matrix.mul_apply, Fin.sum_univ_three, dyad, dotProduct]
  all_goals first
    | ring1
    | (ring_nf; simp only [Complex.I_sq]; ring1)
```

To commute two squares one has to multiply dyads. For real vectors $a,b,c,d$,
$$\bigl((ab^T)(cd^T)\bigr)_{ij}=\sum_k a_ib_kc_kd_j=(b\cdot c)\,a_id_j,$$
so the inner vectors contract to a number: $(ab^T)(cd^T)=(b\cdot c)\,ad^T$.

```lean
/-- Dyads multiply by contracting the inner vectors: `(a bᵀ)(c dᵀ) = (b·c) a dᵀ`. -/
theorem dyad_mul (a b c d : Fin 3 → ℝ) :
    dyad a b * dyad c d = ((b ⬝ᵥ c : ℝ) : ℂ) • dyad a d := by
  ext i j
  simp only [dyad, Matrix.mul_apply, Matrix.smul_apply, Matrix.of_apply, dotProduct,
    Fin.sum_univ_three, smul_eq_mul]
  push_cast
  ring
```

The multiples of the identity in the two squares commute with everything, so only the dyads contribute:
$$[(m\cdot J)^2,(n\cdot J)^2]=[mm^T,nn^T]=(m\cdot n)\,(mn^T-nm^T).$$

The Lean proof of this identity turns on the tactic `module`. Matrix multiplication is not commutative, so `ring` cannot be applied to the matrices. The `simp only` call first expands the products and replaces each product of dyads by a number times a single dyad. What remains is an equation between linear combinations of $1$, $mm^T$, $nn^T$, $mn^T$ and $nm^T$ with complex coefficients. `module` proves such equations by collecting the coefficient of each matrix and comparing the coefficients as ordinary commutative algebra. The rewriting with `dotProduct_comm n m` matters here, because it makes $n\cdot m$ and $m\cdot n$ the same coefficient.

```lean
/-- The commutator of two squared spin components:
`[(m·J)², (n·J)²] = (m·n) (m nᵀ - n mᵀ)`. -/
theorem sq_commutator (m n : Fin 3 → ℝ) :
    spinAlong m ^ 2 * spinAlong n ^ 2 - spinAlong n ^ 2 * spinAlong m ^ 2
      = ((m ⬝ᵥ n : ℝ) : ℂ) • (dyad m n - dyad n m) := by
  rw [spinAlong_sq, spinAlong_sq]
  simp only [sub_mul, mul_sub, smul_mul_assoc, mul_smul_comm, one_mul, mul_one,
    dyad_mul, dotProduct_comm n m]
  module
```

## When two squares commute

The commutator is a number times a matrix, so it vanishes exactly when one of the two factors does. The entries of the matrix factor are $m_an_b-n_am_b$. Those at $(1,2)$, $(2,0)$ and $(0,1)$ are the components $0$, $1$ and $2$ of $m\times n$, and every other entry is zero or the negative of one of these. The matrix therefore vanishes exactly when the cross product does, and
$$[(m\cdot J)^2,(n\cdot J)^2]=0\iff m\cdot n=0\ \text{ or }\ m\times n=0 .$$

The proof obtains the two alternatives from `smul_eq_zero`. It then shows in both directions that the antisymmetric dyad and the cross product vanish together.

Tilting one axis shows how the two criteria differ. Let $m$ and $p$ be orthonormal and $n=\cos\theta\,m+\sin\theta\,p$. Then
$$[m\cdot J,n\cdot J]=i\sin\theta\,(m\times p)\cdot J,\qquad [(m\cdot J)^2,(n\cdot J)^2]=\sin\theta\cos\theta\,(mp^T-pm^T).$$
As $\theta\to0$ both commutators vanish, because the axes coincide. At $\theta=\pi/2$ only the second one does.

```lean
/-- The squares of two spin-1 components commute exactly when the axes are orthogonal
or their cross product vanishes. -/
theorem sq_commute_iff (m n : Fin 3 → ℝ) :
    Commute (spinAlong m ^ 2) (spinAlong n ^ 2) ↔ m ⬝ᵥ n = 0 ∨ m ⨯₃ n = 0 := by
  rw [commute_iff_eq, ← sub_eq_zero, sq_commutator, smul_eq_zero, Complex.ofReal_eq_zero]
  -- the antisymmetric dyad carries the same information as the cross product
  refine or_congr Iff.rfl ⟨fun h => ?_, fun h => ?_⟩
  · have e : ∀ a b, m a * n b - n a * m b = 0 := by
      intro a b
      have hab := congrFun (congrFun h a) b
      simp only [dyad, Matrix.sub_apply, Matrix.of_apply, Matrix.zero_apply] at hab
      exact_mod_cast hab
    ext i
    fin_cases i <;> simp [cross_apply] <;> linarith [e 1 2, e 2 0, e 0 1]
  · have h0 := congrFun h 0
    have h1 := congrFun h 1
    have h2 := congrFun h 2
    simp [cross_apply] at h0 h1 h2
    have e : ∀ a b, m a * n b - n a * m b = 0 := by
      intro a b
      fin_cases a <;> fin_cases b <;> (try simp) <;> linarith
    ext a b
    simp only [dyad, Matrix.sub_apply, Matrix.of_apply, Matrix.zero_apply]
    exact_mod_cast e a b
```

## Orthonormal axes

Now let $m\cdot m=n\cdot n=1$ and $m\cdot n=0$. The length of the cross product follows from
$$|m\times n|^2=(m\cdot m)(n\cdot n)-(m\cdot n)^2=1 .$$
So $m\times n\neq0$, and the components do not commute. The squares do, since $m\cdot n=0$, and the unit lengths reduce them to $1-mm^T$ and $1-nn^T$.

The theorem takes the three orthonormality conditions as the hypotheses `hm`, `hn` and `hmn`. Its conclusion has four parts: the components fail to commute, each of the two squares has the stated form, and the squares commute. For the first part, the proof supposes that the components commute, inserts $m\times n=0$ into Mathlib's `cross_dot_cross`, and arrives at $0=1$. The other parts follow from the formula for the square and the criterion above.

The statement concerns the three-dimensional matrices of one spin 1 and real axes. It does not treat other spin quantum numbers or several coupled spins.

```lean
/-- For orthonormal real axes `m` and `n`, the spin-1 components `m·J` and `n·J` do not
commute, while their squares `1 - m mᵀ` and `1 - n nᵀ` do. -/
theorem noncommuting_with_commuting_squares (m n : Fin 3 → ℝ)
    (hm : m ⬝ᵥ m = 1) (hn : n ⬝ᵥ n = 1) (hmn : m ⬝ᵥ n = 0) :
    ¬ Commute (spinAlong m) (spinAlong n) ∧
      spinAlong m ^ 2 = 1 - dyad m m ∧
      spinAlong n ^ 2 = 1 - dyad n n ∧
      Commute (spinAlong m ^ 2) (spinAlong n ^ 2) := by
  refine ⟨fun h => ?_, ?_, ?_, (sq_commute_iff m n).mpr (Or.inl hmn)⟩
  · -- the cross product of orthonormal vectors has length one
    have hc := cross_dot_cross m n m n
    rw [(spinAlong_commute_iff m n).mp h, hm, hn, hmn] at hc
    simp at hc
  · rw [spinAlong_sq, hm, Complex.ofReal_one, one_smul]
  · rw [spinAlong_sq, hn, Complex.ofReal_one, one_smul]

end

end SpinOneSquares
```

```lean
#print axioms SpinOneSquares.spinAlong_isHermitian
-- 'SpinOneSquares.spinAlong_isHermitian' depends on axioms: [propext, Classical.choice, Quot.sound]
#print axioms SpinOneSquares.noncommuting_with_commuting_squares
-- 'SpinOneSquares.noncommuting_with_commuting_squares' depends on axioms: [propext, Classical.choice, Quot.sound]
```
